# Specific mass shift in a Slater determinant of definite-parity orbitals: exchange only

Let A be a Hermitian one-particle matrix that is odd under parity. In a Slater determinant of orthonormal orbitals of definite parity, the expectation of Σ_{i<j} A_i A_j comes from exchange alone and is never positive.

If A is a Cartesian momentum component, division by the nuclear mass gives that component's first-order specific mass shift, here for a single determinant in a finite basis, without correlation.

## Orbitals, operators and parity

The finite type `d` labels an orthonormal one-particle basis, with spin included if wanted. Orbitals are f_i, i = 0, …, N−1, and ⟨u, v⟩ is `star u ⬝ᵥ v`.

In Lean 4 with Mathlib:

```lean
import Mathlib

open Matrix Finset

namespace SpecificMassShift

noncomputable section

variable {N : ℕ} {d : Type*} [Fintype d]

/-- The orbitals `f 0, …, f (N-1)` are orthonormal. -/
def IsOrthonormal (f : Fin N → d → ℂ) : Prop :=
  ∀ i j, star (f i) ⬝ᵥ f j = if i = j then 1 else 0
```

An N-particle wave function assigns a complex number to each x : `Fin N → d`. H(g) denotes the Hartree product with orbital g_k on particle k, and D the Slater determinant `slater f`.

```lean
/-- The Hartree product: particle `k` occupies the orbital `g k`. -/
def hartree (g : Fin N → d → ℂ) : (Fin N → d) → ℂ := fun x => ∏ k, g k (x k)

/-- The Slater determinant of the orbitals `f`, with the prefactor `1/√N!`. -/
def slater (f : Fin N → d → ℂ) : (Fin N → d) → ℂ := fun x =>
  ((Real.sqrt N.factorial : ℝ) : ℂ)⁻¹ * (Matrix.of fun k l => f k (x l)).det
```

A_k is `onSite A k`; `Ioi i` restricts the pair sum to j > i.

```lean
/-- The one-particle operator `A` acting on the coordinate of particle `k`. -/
def onSite [DecidableEq (Fin N)] (A : Matrix d d ℂ) (k : Fin N) :
    ((Fin N → d) → ℂ) →ₗ[ℂ] ((Fin N → d) → ℂ) where
  toFun Ψ x := ∑ y, A (x k) y * Ψ (Function.update x k y)
  map_add' Φ Ψ := by ext x; simp [mul_add, Finset.sum_add_distrib]
  map_smul' c Ψ := by ext x; simp [Finset.mul_sum, mul_left_comm]

/-- The two-particle operator `∑_{i<j} A_i A_j`. -/
def massPolarization (N : ℕ) (A : Matrix d d ℂ) :
    ((Fin N → d) → ℂ) →ₗ[ℂ] ((Fin N → d) → ℂ) :=
  ∑ i : Fin N, ∑ j ∈ Ioi i, onSite A i ∘ₗ onSite A j
```

Write a_ij = ⟨f_i, A f_j⟩.

```lean
/-- The matrix `a_ij = ⟨f_i, A f_j⟩` of `A` between the orbitals. -/
def orbitalMatrix (A : Matrix d d ℂ) (f : Fin N → d → ℂ) : Matrix (Fin N) (Fin N) ℂ :=
  Matrix.of fun i j => star (f i) ⬝ᵥ A *ᵥ f j
```

U stands for inversion through the nucleus, which reverses momentum.

```lean
/-- `U` is a unitary involution that anticommutes with `A`. -/
structure IsParity [DecidableEq d] (U A : Matrix d d ℂ) : Prop where
  unitary : Uᴴ * U = 1
  involutive : U * U = 1
  anticommutes : U * A = -(A * U)
```

## (a) Overlap of Hartree products

Show that the overlap factorizes:

⟨H(g), H(h)⟩ = Π_k ⟨g_k, h_k⟩

The summand is Π_k g_k(x_k)* h_k(x_k), so the sum over all x is a product of one-coordinate sums.

```lean
/-- The inner product of two Hartree products is the product of the orbital overlaps. -/
theorem hartree_dot (g h : Fin N → d → ℂ) :
    star (hartree g) ⬝ᵥ hartree h = ∏ k, star (g k) ⬝ᵥ h k := by
  simp only [dotProduct, hartree, Pi.star_apply, Finset.prod_univ_sum,
    Fintype.piFinset_univ, star_prod, Finset.prod_mul_distrib]
```

## (b) One operator, one changed factor

Show that A_k changes only orbital k:

A_k H(g) = H(g with g_k replaced by A g_k)

Only factor k depends on the summed coordinate y, and Σ_y A(x_k, y) g_k(y) = (A g_k)(x_k). `h1` and `h2` split off this factor.

```lean
/-- Acting with `A` on particle `k` of a Hartree product replaces its orbital `g k` by `A g k`. -/
theorem onSite_hartree (A : Matrix d d ℂ) (k : Fin N) (g : Fin N → d → ℂ) :
    onSite A k (hartree g) = hartree (Function.update g k (A *ᵥ g k)) := by
  ext x
  have h1 : ∀ y, ∏ l, g l (Function.update x k y l) =
      g k y * ∏ l ∈ univ.erase k, g l (x l) := by
    intro y
    rw [← Finset.mul_prod_erase univ _ (mem_univ k), Function.update_self]
    congr 1
    exact prod_congr rfl fun l hl => by rw [Function.update_of_ne (ne_of_mem_erase hl)]
  have h2 : ∏ l, Function.update g k (A *ᵥ g k) l (x l) =
      (A *ᵥ g k) (x k) * ∏ l ∈ univ.erase k, g l (x l) := by
    rw [← Finset.mul_prod_erase univ _ (mem_univ k), Function.update_self]
    congr 1
    exact prod_congr rfl fun l hl => by rw [Function.update_of_ne (ne_of_mem_erase hl)]
  change ∑ y, A (x k) y * ∏ l, g l (Function.update x k y l) =
    ∏ l, Function.update g k (A *ᵥ g k) l (x l)
  rw [h2]
  simp only [h1, Matrix.mulVec, dotProduct, Finset.sum_mul, mul_assoc]
```

## (c) Relative permutations

Let H_σ have orbital f_σ(k) on particle k. For linear L, show

⟨D, L D⟩ = (1/N!) Σ_σ Σ_π sgn(π) ⟨H_σ, L H_σπ⟩

Expand D = (N!)^(−1/2) Σ_σ sgn(σ) H_σ on both sides and write the second permutation as σπ. Then sgn(σ) sgn(σπ) = sgn(π).

```lean
/-- For a Slater determinant `D` and a linear operator `L`, `⟨D, L D⟩` is an average over labellings
`σ` of a signed sum over relative permutations `π` of the two Hartree products. -/
theorem slater_expectation (f : Fin N → d → ℂ)
    (L : ((Fin N → d) → ℂ) →ₗ[ℂ] ((Fin N → d) → ℂ)) :
    star (slater f) ⬝ᵥ L (slater f) = (N.factorial : ℂ)⁻¹ *
      ∑ σ : Equiv.Perm (Fin N), ∑ π : Equiv.Perm (Fin N), ((Equiv.Perm.sign π : ℤ) : ℂ) *
        (star (hartree fun k => f (σ k)) ⬝ᵥ L (hartree fun k => f (σ (π k)))) := by
  have hexp : slater f = ((Real.sqrt N.factorial : ℝ) : ℂ)⁻¹ •
      ∑ σ : Equiv.Perm (Fin N), ((Equiv.Perm.sign σ : ℤ) : ℂ) • hartree fun k => f (σ k) := by
    ext x
    simp only [slater, Matrix.det_apply', Matrix.of_apply, Pi.smul_apply, Finset.sum_apply,
      smul_eq_mul, hartree]
  have hc : star ((Real.sqrt N.factorial : ℝ) : ℂ)⁻¹ * ((Real.sqrt N.factorial : ℝ) : ℂ)⁻¹ =
      (N.factorial : ℂ)⁻¹ := by
    rw [star_inv₀, Complex.star_def, Complex.conj_ofReal, ← mul_inv, ← Complex.ofReal_mul,
      Real.mul_self_sqrt (Nat.cast_nonneg _), Complex.ofReal_natCast]
  have hr : ∀ (u : (Fin N → d) → ℂ) (v : Equiv.Perm (Fin N) → (Fin N → d) → ℂ),
      u ⬝ᵥ ∑ τ, v τ = ∑ τ, u ⬝ᵥ v τ := by
    intro u v
    simp only [dotProduct, Finset.sum_apply, Finset.mul_sum]
    exact Finset.sum_comm
  have hl : ∀ (v : Equiv.Perm (Fin N) → (Fin N → d) → ℂ) (u : (Fin N → d) → ℂ),
      (∑ τ, v τ) ⬝ᵥ u = ∑ τ, v τ ⬝ᵥ u := by
    intro v u
    rw [dotProduct_comm, hr]
    exact sum_congr rfl fun _ _ => dotProduct_comm _ _
  rw [hexp, L.map_smul, map_sum, star_smul, star_sum, smul_dotProduct, dotProduct_smul,
    smul_smul, hc, hl, smul_eq_mul]
  congr 1
  refine sum_congr rfl fun σ _ => ?_
  rw [hr]
  -- write the second permutation as `σ * π`
  refine (Equiv.sum_comp (Equiv.mulLeft σ) _).symm.trans (sum_congr rfl fun π _ => ?_)
  change star (((Equiv.Perm.sign σ : ℤ) : ℂ) • hartree fun k => f (σ k)) ⬝ᵥ
    L (((Equiv.Perm.sign (σ * π) : ℤ) : ℂ) • hartree fun k => f (σ (π k))) = _
  have hs : ((Equiv.Perm.sign σ : ℤ) : ℂ) * ((Equiv.Perm.sign (σ * π) : ℤ) : ℂ) =
      ((Equiv.Perm.sign π : ℤ) : ℂ) := by
    rcases Int.units_eq_one_or (Equiv.Perm.sign σ) with h | h <;>
      simp [Equiv.Perm.sign_mul, h]
  rw [L.map_smul, star_smul, star_intCast, smul_dotProduct, dotProduct_smul, smul_smul, hs,
    smul_eq_mul]
```

## (d) Norm

Show

⟨D, D⟩ = 1

Take L = 1 in (c). By (a), any k with π(k) ≠ k gives a zero overlap, so only π = 1 survives. The N! choices of σ contribute 1 each.

```lean
/-- The Slater determinant of orthonormal orbitals has norm one. -/
theorem slater_normalized {f : Fin N → d → ℂ} (hf : IsOrthonormal f) :
    star (slater f) ⬝ᵥ slater f = 1 := by
  have h := slater_expectation f LinearMap.id
  simp only [LinearMap.id_coe, id_eq] at h
  have hone : ∀ σ : Equiv.Perm (Fin N), ∑ π : Equiv.Perm (Fin N),
      ((Equiv.Perm.sign π : ℤ) : ℂ) *
        (star (hartree fun k => f (σ k)) ⬝ᵥ hartree fun k => f (σ (π k))) = 1 := by
    intro σ
    refine (Fintype.sum_eq_single 1 fun π hπ => ?_).trans ?_
    · obtain ⟨k, hk⟩ : ∃ k, π k ≠ k := by
        by_contra! hc
        exact hπ (Equiv.ext hc)
      rw [hartree_dot]
      exact mul_eq_zero_of_right _ (prod_eq_zero (mem_univ k)
        ((hf _ _).trans (if_neg fun e => hk (σ.injective e).symm)))
    · have hp : ∏ k, star (f (σ k)) ⬝ᵥ f (σ k) = 1 :=
        prod_eq_one fun k _ => (hf _ _).trans (if_pos rfl)
      simp only [hartree_dot, Equiv.Perm.coe_one, id_eq, hp, Equiv.Perm.sign_one,
        Units.val_one, Int.cast_one, mul_one]
  rw [h]
  simp only [hone, sum_const, card_univ, Fintype.card_perm, Fintype.card_fin, nsmul_eq_mul,
    mul_one]
  exact inv_mul_cancel₀ (Nat.cast_ne_zero.2 N.factorial_ne_zero)
```

## (e) Direct and exchange terms

For i ≠ j, show

⟨D, A_i A_j D⟩ = (1/N!) Σ_σ [a_σ(i)σ(i) a_σ(j)σ(j) − a_σ(i)σ(j) a_σ(j)σ(i)]

By (b), every particle k other than i, j keeps a plain overlap, forcing π(k) = k. This leaves the identity and the swap of i and j, with signs +1 and −1.

```lean
/-- For orthonormal orbitals and two different particles `i`, `j`, the expectation of `A_i A_j` is
the direct minus the exchange term, averaged over all assignments of orbitals to particles. -/
theorem pair_expectation {f : Fin N → d → ℂ} (hf : IsOrthonormal f) (A : Matrix d d ℂ)
    {i j : Fin N} (hij : i ≠ j) :
    star (slater f) ⬝ᵥ onSite A i (onSite A j (slater f)) = (N.factorial : ℂ)⁻¹ *
      ∑ σ : Equiv.Perm (Fin N),
        (orbitalMatrix A f (σ i) (σ i) * orbitalMatrix A f (σ j) (σ j) -
          orbitalMatrix A f (σ i) (σ j) * orbitalMatrix A f (σ j) (σ i)) := by
  have h := slater_expectation f (onSite A i ∘ₗ onSite A j)
  simp only [LinearMap.comp_apply] at h
  rw [h]
  congr 1
  refine sum_congr rfl fun σ _ => ?_
  have hop : ∀ π : Equiv.Perm (Fin N), star (hartree fun k => f (σ k)) ⬝ᵥ
      onSite A i (onSite A j (hartree fun k => f (σ (π k)))) =
      ∏ k, if k = i ∨ k = j then orbitalMatrix A f (σ k) (σ (π k))
        else if k = π k then 1 else 0 := by
    intro π
    rw [onSite_hartree, onSite_hartree, hartree_dot]
    refine prod_congr rfl fun k _ => ?_
    by_cases hi : k = i
    · simp [hi, orbitalMatrix, hij]
    by_cases hj : k = j
    · simp [hj, orbitalMatrix, hij.symm]
    rw [Function.update_of_ne hi, Function.update_of_ne hj]
    exact (hf _ _).trans (by simp [hi, hj])
  have hv : ∀ π : Equiv.Perm (Fin N), (∀ k, k ≠ i → k ≠ j → π k = k) →
      (∏ k, if k = i ∨ k = j then orbitalMatrix A f (σ k) (σ (π k))
        else if k = π k then 1 else 0) =
      orbitalMatrix A f (σ i) (σ (π i)) * orbitalMatrix A f (σ j) (σ (π j)) := by
    intro π hπ
    refine (Fintype.prod_eq_mul i j hij fun k hk => ?_).trans ?_
    · simp [hk.1, hk.2, hπ k hk.1 hk.2]
    · simp
  simp only [hop]
  -- only the identity and the exchange of `i` and `j` survive
  refine (Fintype.sum_eq_add 1 (Equiv.swap i j) ?_ ?_).trans ?_
  · intro h1
    exact hij (by simpa using congrArg (fun e : Equiv.Perm (Fin N) => e i) h1)
  · rintro π ⟨h1, h2⟩
    obtain ⟨k, hki, hkj, hk⟩ : ∃ k, k ≠ i ∧ k ≠ j ∧ π k ≠ k := by
      by_contra! hc
      have hkey : ∀ k, k = i ∨ k = j → π k = i ∨ π k = j := by
        intro k hk
        by_contra! hn
        have hfix := π.injective (hc _ hn.1 hn.2)
        rw [hfix] at hn
        exact hk.elim hn.1 hn.2
      by_cases hi : π i = i
      · have hj : π j = j := (hkey j (Or.inr rfl)).resolve_left
          fun e => hij (π.injective (hi.trans e.symm))
        refine h1 (Equiv.ext fun k => ?_)
        by_cases a : k = i
        · simp [a, hi]
        by_cases b : k = j
        · simp [b, hj]
        simp [hc k a b]
      · have hi' : π i = j := (hkey i (Or.inl rfl)).resolve_left hi
        have hj : π j = i := (hkey j (Or.inr rfl)).resolve_right
          fun e => hij (π.injective (hi'.trans e.symm))
        refine h2 (Equiv.ext fun k => ?_)
        by_cases a : k = i
        · simp [a, hi']
        by_cases b : k = j
        · simp [b, hj]
        rw [hc k a b, Equiv.swap_apply_of_ne_of_ne a b]
    refine mul_eq_zero_of_right _ (prod_eq_zero (mem_univ k) ?_)
    simp [hki, hkj, Ne.symm hk]
  · rw [hv 1 (fun _ _ _ => rfl),
      hv (Equiv.swap i j) (fun k a b => Equiv.swap_apply_of_ne_of_ne a b)]
    simp [Equiv.Perm.sign_swap hij, sub_eq_add_neg]
```

## (f) Ordered and unordered pairs

For g_ij = g_ji and g_ii = 0, show

Σ_{i,j} g_ij = 2 Σ_{i<j} g_ij

Split the sum into i < j, i = j and i > j. The middle part vanishes; exchanging names makes the outer parts equal.

```lean
/-- A symmetric pair quantity without diagonal, summed over all ordered pairs, is twice its sum
over the pairs `i < j`. -/
theorem sum_pairs (g : Fin N → Fin N → ℂ) (hsymm : ∀ i j, g i j = g j i)
    (hdiag : ∀ i, g i i = 0) : ∑ i, ∑ j, g i j = 2 * ∑ i, ∑ j ∈ Ioi i, g i j := by
  have h1 : ∑ i, ∑ j ∈ Ioi i, g i j = ∑ i, ∑ j, if i < j then g i j else 0 :=
    sum_congr rfl fun i _ => by
      rw [← Finset.sum_filter]
      exact sum_congr (by ext j; simp) fun _ _ => rfl
  have h2 : (∑ i, ∑ j, if i < j then g i j else 0) = ∑ i, ∑ j, if j < i then g i j else 0 := by
    rw [Finset.sum_comm]
    exact sum_congr rfl fun p _ => sum_congr rfl fun q _ => by rw [hsymm q p]
  have h3 : ∑ i, ∑ j, g i j = (∑ i, ∑ j, if i < j then g i j else 0) +
      ∑ i, ∑ j, if j < i then g i j else 0 := by
    simp only [← Finset.sum_add_distrib]
    refine sum_congr rfl fun i _ => sum_congr rfl fun j _ => ?_
    rcases lt_trichotomy i j with h | h | h
    · simp [h, not_lt_of_ge h.le]
    · simp [h, hdiag]
    · simp [h, not_lt_of_ge h.le]
  rw [h3, ← h2, ← h1]
  ring
```

## (g) Trace formula

Show, without using Hermiticity,

⟨D, Σ_{i<j} A_i A_j D⟩ = [(tr a)² − tr(a²)]/2

Put g_ij = a_ii a_jj − a_ij a_ji, which satisfies (f). Then (e) and (f) give

(1/2)(1/N!) Σ_σ Σ_{i,j} g_σ(i)σ(j) = (1/2) Σ_{i,j} g_ij

because relabelling preserves the full sum (`hperm`). Summing the two terms of g gives the traces. For N = 1 they cancel, as they must without pairs.

```lean
/-- In the Slater determinant of orthonormal orbitals, `∑_{i<j} A_i A_j` has the expectation
`[(tr a)² - tr(a²)]/2`, where `a` is the matrix of `A` between the orbitals. -/
theorem massPolarization_expectation {f : Fin N → d → ℂ} (hf : IsOrthonormal f)
    (A : Matrix d d ℂ) :
    star (slater f) ⬝ᵥ massPolarization N A (slater f) =
      ((orbitalMatrix A f).trace ^ 2 - (orbitalMatrix A f * orbitalMatrix A f).trace) / 2 := by
  obtain ⟨g, hg⟩ : ∃ g : Fin N → Fin N → ℂ, ∀ i j, g i j =
      orbitalMatrix A f i i * orbitalMatrix A f j j -
        orbitalMatrix A f i j * orbitalMatrix A f j i := ⟨_, fun _ _ => rfl⟩
  have hr : ∀ (s : Finset (Fin N)) (u : (Fin N → d) → ℂ) (v : Fin N → (Fin N → d) → ℂ),
      u ⬝ᵥ ∑ k ∈ s, v k = ∑ k ∈ s, u ⬝ᵥ v k := by
    intro s u v
    simp only [dotProduct, Finset.sum_apply, Finset.mul_sum]
    exact Finset.sum_comm
  have hE : star (slater f) ⬝ᵥ massPolarization N A (slater f) = ∑ i, ∑ j ∈ Ioi i,
      (N.factorial : ℂ)⁻¹ * ∑ σ : Equiv.Perm (Fin N), g (σ i) (σ j) := by
    simp only [massPolarization, LinearMap.sum_apply, LinearMap.comp_apply, hr, hg]
    exact sum_congr rfl fun i _ => sum_congr rfl fun j hj =>
      pair_expectation hf A (ne_of_lt (Finset.mem_Ioi.1 hj))
  have hpairs := sum_pairs
    (fun i j => (N.factorial : ℂ)⁻¹ * ∑ σ : Equiv.Perm (Fin N), g (σ i) (σ j))
    (fun i j => congrArg _ (sum_congr rfl fun σ _ => by rw [hg, hg]; ring))
    (fun i => by simp [hg])
  -- relabelling the orbitals does not change the sum over all pairs
  have hperm : ∑ i, ∑ j, ∑ σ : Equiv.Perm (Fin N), g (σ i) (σ j) =
      ∑ _σ : Equiv.Perm (Fin N), ∑ i, ∑ j, g i j := by
    calc _ = ∑ i, ∑ σ : Equiv.Perm (Fin N), ∑ j, g (σ i) (σ j) :=
          sum_congr rfl fun i _ => Finset.sum_comm
      _ = ∑ σ : Equiv.Perm (Fin N), ∑ i, ∑ j, g (σ i) (σ j) := Finset.sum_comm
      _ = _ := sum_congr rfl fun σ _ => by
          rw [← Equiv.sum_comp σ (fun i => ∑ j, g i j)]
          exact sum_congr rfl fun i _ => Equiv.sum_comp σ (g (σ i))
  have htrace : ∑ i, ∑ j, g i j = (orbitalMatrix A f).trace ^ 2 -
      (orbitalMatrix A f * orbitalMatrix A f).trace := by
    simp only [hg, Matrix.trace, Matrix.diag_apply, Matrix.mul_apply, Finset.sum_sub_distrib,
      sq, Finset.sum_mul_sum]
  simp only [← Finset.mul_sum] at hpairs hE
  rw [hperm, sum_const, card_univ, Fintype.card_perm, Fintype.card_fin, nsmul_eq_mul,
    inv_mul_cancel_left₀ (Nat.cast_ne_zero.2 N.factorial_ne_zero), htrace] at hpairs
  rw [hE, hpairs]
  ring
```

## (h) Parity selection rule

Let U f_i = s_i f_i for every i. Show

s_i = s_j ⇒ a_ij = 0

U² = 1 gives s_i = ±1, and unitarity then gives U† = U. Evaluate ⟨f_i, U A f_j⟩ twice: acting to the left gives s_i a_ij, anticommuting gives −s_j a_ij. Hence (s_i + s_j) a_ij = 0, which for equal parities is 2 s_i a_ij = 0.

```lean
variable [DecidableEq d]

/-- Parity selection rule: if a unitary involution anticommutes with `A` and has the orthonormal
orbitals as eigenvectors, then `A` has no matrix element between orbitals of equal parity. -/
theorem parity_selection {f : Fin N → d → ℂ} (hf : IsOrthonormal f) {A U : Matrix d d ℂ}
    (hU : IsParity U A) {s : Fin N → ℂ} (hs : ∀ i, U *ᵥ f i = s i • f i) {i j : Fin N}
    (hij : s i = s j) : orbitalMatrix A f i j = 0 := by
  have hH : Uᴴ = U := by
    calc Uᴴ = Uᴴ * (U * U) := by rw [hU.involutive, mul_one]
      _ = U := by rw [← mul_assoc, hU.unitary, one_mul]
  -- the eigenvalue squares to one
  have hsq : s i * s i = 1 := by
    have h1 : (s i * s i) • f i = f i := by
      rw [← smul_smul, ← hs, ← Matrix.mulVec_smul, ← hs, Matrix.mulVec_mulVec,
        hU.involutive, Matrix.one_mulVec]
    have h2 := congrArg (fun v => star (f i) ⬝ᵥ v) h1
    simpa only [dotProduct_smul, hf i i, if_true, smul_eq_mul, mul_one] using h2
  -- move `U` to the left and to the right in `⟨f_i, U A f_j⟩`
  have hleft : star (f i) ⬝ᵥ U *ᵥ (A *ᵥ f j) = star (s i) * orbitalMatrix A f i j := by
    have h1 : star (f i) ᵥ* U = star (s i) • star (f i) := by
      rw [← star_smul, ← hs, Matrix.star_mulVec, hH]
    rw [Matrix.dotProduct_mulVec, h1, smul_dotProduct, smul_eq_mul]
    rfl
  have hright : star (f i) ⬝ᵥ U *ᵥ (A *ᵥ f j) = -(s j * orbitalMatrix A f i j) := by
    rw [Matrix.mulVec_mulVec, hU.anticommutes, Matrix.neg_mulVec, ← Matrix.mulVec_mulVec, hs,
      Matrix.mulVec_smul, dotProduct_neg, dotProduct_smul, smul_eq_mul]
    rfl
  have h := hleft.symm.trans hright
  rw [← hij] at h
  rcases mul_self_eq_one_iff.1 hsq with h1 | h1
  · rw [h1, star_one] at h
    linear_combination h / 2
  · rw [h1, star_neg, star_one] at h
    linear_combination -h / 2
```

## (i) Only exchange remains

With A Hermitian as well, show

⟨D, Σ_{i<j} A_i A_j D⟩ = −Σ_{i<j, s_i≠s_j} |a_ij|²

By (h), every a_ii = 0, so tr a = 0. Since a_ji = a_ij*, (f) gives tr(a²) = 2 Σ_{i<j} |a_ij|². Equal-parity pairs drop out by (h), and (g) gives the result.

```lean
/-- If `A` is Hermitian and a unitary involution anticommutes with `A` and has the orthonormal
orbitals as eigenvectors, the expectation of `∑_{i<j} A_i A_j` in their Slater determinant is
minus the sum of `|a_ij|²` over the pairs of opposite parity. -/
theorem exchange_only {f : Fin N → d → ℂ} (hf : IsOrthonormal f) {A U : Matrix d d ℂ}
    (hA : A.IsHermitian) (hU : IsParity U A) {s : Fin N → ℂ}
    (hs : ∀ i, U *ᵥ f i = s i • f i) :
    star (slater f) ⬝ᵥ massPolarization N A (slater f) =
      -((∑ i, ∑ j ∈ Ioi i with s i ≠ s j, ‖orbitalMatrix A f i j‖ ^ 2 : ℝ) : ℂ) := by
  have hherm : ∀ i j, orbitalMatrix A f j i = star (orbitalMatrix A f i j) := by
    intro i j
    change star (f j) ⬝ᵥ A *ᵥ f i = star (star (f i) ⬝ᵥ A *ᵥ f j)
    rw [Matrix.star_dotProduct, Matrix.star_mulVec, hA.eq, ← Matrix.dotProduct_mulVec]
  have hprod : ∀ i j, orbitalMatrix A f i j * orbitalMatrix A f j i =
      ((‖orbitalMatrix A f i j‖ ^ 2 : ℝ) : ℂ) := by
    intro i j
    rw [hherm i j, Complex.star_def, Complex.mul_conj, Complex.normSq_eq_norm_sq]
  -- the direct term vanishes
  have htr : (orbitalMatrix A f).trace = 0 :=
    sum_eq_zero fun i _ => parity_selection hf hU hs rfl
  have hsq : (orbitalMatrix A f * orbitalMatrix A f).trace =
      2 * ∑ i, ∑ j ∈ Ioi i, orbitalMatrix A f i j * orbitalMatrix A f j i := by
    simp only [Matrix.trace, Matrix.diag_apply, Matrix.mul_apply]
    exact sum_pairs (fun i j => orbitalMatrix A f i j * orbitalMatrix A f j i)
      (fun i j => mul_comm _ _)
      (fun i => mul_eq_zero_of_left (parity_selection hf hU hs rfl) _)
  have hS : ∑ i, ∑ j ∈ Ioi i, orbitalMatrix A f i j * orbitalMatrix A f j i =
      ((∑ i, ∑ j ∈ Ioi i with s i ≠ s j, ‖orbitalMatrix A f i j‖ ^ 2 : ℝ) : ℂ) := by
    simp only [Complex.ofReal_sum]
    refine sum_congr rfl fun i _ => ?_
    rw [Finset.sum_filter]
    refine sum_congr rfl fun j _ => ?_
    split_ifs with h
    · exact hprod i j
    · exact mul_eq_zero_of_left (parity_selection hf hU hs (not_not.1 h)) _
  rw [massPolarization_expectation hf, htr, hsq, hS]
  ring
```

## (j) Two levels

Verify the hypotheses of (i) for

f_0 = (1, 0), f_1 = (0, 1), A = [[0, 1], [1, 0]], U = diag(1, −1)

The orbitals are orthonormal with s_0 = 1 and s_1 = −1. A is real symmetric, U† U = U² = 1, and UA = [[0, 1], [−1, 0]] = −AU. The code checks these conditions; for the value, a = A gives tr a = 0 and tr(a²) = 2, so the expectation is −1 = −|a_01|².

```lean
/-- The two basis orbitals of `ℂ²`, with `A` the matrix that swaps them and `U = diag(1, -1)`,
satisfy all hypotheses of `exchange_only`. -/
theorem exchange_only_witness :
    IsOrthonormal (![![1, 0], ![0, 1]] : Fin 2 → Fin 2 → ℂ) ∧
    (!![0, 1; 1, 0] : Matrix (Fin 2) (Fin 2) ℂ).IsHermitian ∧
    IsParity (!![1, 0; 0, -1] : Matrix (Fin 2) (Fin 2) ℂ) !![0, 1; 1, 0] ∧
    ∀ i, (!![1, 0; 0, -1] : Matrix (Fin 2) (Fin 2) ℂ) *ᵥ
        (![![1, 0], ![0, 1]] : Fin 2 → Fin 2 → ℂ) i =
      (![1, -1] : Fin 2 → ℂ) i • (![![1, 0], ![0, 1]] : Fin 2 → Fin 2 → ℂ) i := by
  refine ⟨?_, ?_, ⟨?_, ?_, ?_⟩, ?_⟩
  · intro i j
    fin_cases i <;> fin_cases j <;> simp [dotProduct, Fin.sum_univ_two]
  · refine Matrix.IsHermitian.ext fun i j => ?_
    fin_cases i <;> fin_cases j <;> simp
  · ext i j
    fin_cases i <;> fin_cases j <;> simp [Matrix.mul_apply, Fin.sum_univ_two]
  · ext i j
    fin_cases i <;> fin_cases j <;> simp [Matrix.mul_apply, Fin.sum_univ_two]
  · ext i j
    fin_cases i <;> fin_cases j <;> simp [Matrix.mul_apply, Fin.sum_univ_two]
  · intro i
    ext k
    fin_cases i <;> fin_cases k <;> simp [Matrix.mulVec, dotProduct, Fin.sum_univ_two]

end

end SpecificMassShift
```

```lean
#print axioms SpecificMassShift.slater_normalized
-- 'SpecificMassShift.slater_normalized' depends on axioms: [propext, Classical.choice, Quot.sound]
#print axioms SpecificMassShift.exchange_only
-- 'SpecificMassShift.exchange_only' depends on axioms: [propext, Classical.choice, Quot.sound]
```
